# For real symmetric H, a residual correction makes the response error quadratic in the solver residual

## Can the leftover residual improve my exciton spectrum?

I compute an absorption spectrum from a Bethe-Salpeter matrix $H$ in the Tamm-Dancoff approximation, with real orbitals, so $H$ is real symmetric. At each frequency I solve $(H-z)x=d$ iteratively, where $d$ is the dipole vector and $\eta=\operatorname{Im}z>0$ is the broadening, and I take $d^Tx$ as the response. When I stop early, a residual $r=d-(H-z)x$ is left over. Someone told me to add $x^Tr$. Why should that help, and why is there no complex conjugate on $x$, which is complex?

## The first-order error cancels because H − z is symmetric under transposition

Write $A=H-z$. If $A$ is invertible, then $A^{-1}r=A^{-1}d-x$, and your present error is

$$d^TA^{-1}d-d^Tx=d^TA^{-1}r,$$

which is linear in $r$. Now expand the quadratic expression, using $A^T=A$ to get $(Ax)^TA^{-1}d=x^Td$:

$$\begin{aligned}
r^TA^{-1}r&=(d-Ax)^T(A^{-1}d-x)\\
&=d^TA^{-1}d-d^Tx-x^Td+x^TAx\\
&=d^TA^{-1}d-(d^Tx+x^Tr).
\end{aligned}$$

This is the error of the corrected estimate. If $x^Tr=0$, the correction changes nothing and $d^Tx$ already has this quadratic error; in exact arithmetic this happens for conjugate-orthogonal conjugate gradients started from $x=0$. The plain transpose is needed because $A$ is complex symmetric but not Hermitian.

To bound it, take any vector $y$. Since $y^\dagger Hy$ is real, $\operatorname{Im}(y^\dagger Ay)=-\eta\|y\|^2$. Cauchy-Schwarz gives

$$\eta^2\|y\|^4\le|y^\dagger Ay|^2\le\|y\|^2\|Ay\|^2,$$

hence $\eta\|y\|\le\|Ay\|$, trivially so for $y=0$. Thus $Ay=0$ forces $y=0$, and $A$ is invertible. Setting $y=A^{-1}r$ gives $\|A^{-1}r\|\le\|r\|/\eta$, and a second Cauchy-Schwarz step gives

$$|r^TA^{-1}r|\le\|r\|^2/\eta.$$

**A two-state example.** Let two transitions of equal energy be coupled, and measure energies from that common energy, in units of the coupling. Then $H=\begin{pmatrix}0&1\\1&0\end{pmatrix}$, and we take $z=i$ and $d=(1,0)^T$. The exact solution is $(0.5i,\,0.5)^T$, with response $0.5i$. The trial $x=(0.4i,\,0.5)^T$ leaves $r=(0.1,\,0.1i)^T$.

- Uncorrected: $d^Tx=0.4i$, an error of modulus $0.1$.
- Corrected: $x^Tr=0.09i$, so the estimate is $0.49i$, with error $0.01$. The bound is $\|r\|^2/\eta=0.02$.
- With a conjugate: $x^\dagger r=0.01i$ gives $0.41i$, and most of the error remains.

Here is the argument in Lean.

```lean
import Mathlib

open Matrix

namespace ExcitonResidualCorrection

noncomputable section

variable {n : Type*} [Fintype n] [DecidableEq n]

/-- The shifted excitonic matrix `H - z` at complex frequency `z`. -/
def shifted (H : Matrix n n ℝ) (z : ℂ) : Matrix n n ℂ :=
  H.map (fun a => (a : ℂ)) - z • (1 : Matrix n n ℂ)

/-- The response `dᵀ (H - z)⁻¹ d` of the dipole vector `d`, for `z` not an eigenvalue of `H`. -/
def response (H : Matrix n n ℝ) (z : ℂ) (d : n → ℂ) : ℂ :=
  d ⬝ᵥ (shifted H z)⁻¹ *ᵥ d

/-- The solver residual `r = d - (H - z) x` of a trial solution `x`. -/
def residual (H : Matrix n n ℝ) (z : ℂ) (d x : n → ℂ) : n → ℂ :=
  d - shifted H z *ᵥ x

/-- The corrected estimate `dᵀ x + xᵀ r` of the response, computed from the trial solution `x`
and its residual `r`. -/
def corrected (H : Matrix n n ℝ) (z : ℂ) (d x : n → ℂ) : ℂ :=
  d ⬝ᵥ x + x ⬝ᵥ residual H z d x

/-- The squared norm of a complex vector, the sum of the squared moduli of its entries. -/
def sqNorm (v : n → ℂ) : ℝ := ∑ i, ‖v i‖ ^ 2

omit [DecidableEq n] in
/-- The squared norm of a vector is nonnegative. -/
theorem sqNorm_nonneg (v : n → ℂ) : 0 ≤ sqNorm v :=
  Finset.sum_nonneg fun i _ => sq_nonneg ‖v i‖

omit [DecidableEq n] in
/-- The Hermitian product of a vector with itself is its squared norm. -/
theorem star_dot_self (y : n → ℂ) : star y ⬝ᵥ y = (sqNorm y : ℂ) := by
  simp only [dotProduct, sqNorm, Pi.star_apply, Complex.ofReal_sum]
  refine Finset.sum_congr rfl fun i _ => ?_
  rw [Complex.star_def, ← Complex.normSq_eq_conj_mul_self, Complex.normSq_eq_norm_sq]

omit [DecidableEq n] in
/-- Cauchy-Schwarz inequality for the product `uᵀ v` without conjugation. -/
theorem norm_dot_sq_le (u v : n → ℂ) : ‖u ⬝ᵥ v‖ ^ 2 ≤ sqNorm u * sqNorm v := by
  have h : ‖u ⬝ᵥ v‖ ≤ ∑ i, ‖u i‖ * ‖v i‖ := by
    simpa only [dotProduct, norm_mul] using norm_sum_le Finset.univ (fun i => u i * v i)
  exact (pow_le_pow_left₀ (norm_nonneg _) h 2).trans
    (Finset.sum_mul_sq_le_sq_mul_sq Finset.univ (fun i => ‖u i‖) (fun i => ‖v i‖))

/-- For real symmetric `H`, the imaginary part of `y† (H - z) y` is `-Im z` times the squared
norm of `y`. -/
theorem im_shifted {H : Matrix n n ℝ} (hH : H.IsSymm) (z : ℂ) (y : n → ℂ) :
    (star y ⬝ᵥ shifted H z *ᵥ y).im = -z.im * sqNorm y := by
  -- the expectation value of `H` is real
  have hq : (star y ⬝ᵥ H.map (fun a => (a : ℂ)) *ᵥ y).im = 0 := by
    rw [← Complex.conj_eq_iff_im]
    simp only [dotProduct, Matrix.mulVec, Matrix.map_apply, Pi.star_apply, Finset.mul_sum,
      map_sum, map_mul, Complex.conj_ofReal, Complex.star_def, starRingEnd_self_apply]
    rw [Finset.sum_comm]
    refine Finset.sum_congr rfl fun i _ => Finset.sum_congr rfl fun j _ => ?_
    rw [hH.apply i j]
    ring
  rw [shifted, Matrix.sub_mulVec, Matrix.smul_mulVec, Matrix.one_mulVec, dotProduct_sub,
    dotProduct_smul, star_dot_self, Complex.sub_im, hq]
  simp [Complex.mul_im]

/-- For real symmetric `H`, the matrix `H - z` stretches every vector by at least `|Im z|`. -/
theorem shifted_lower_bound {H : Matrix n n ℝ} (hH : H.IsSymm) (z : ℂ) (y : n → ℂ) :
    z.im ^ 2 * sqNorm y ≤ sqNorm (shifted H z *ᵥ y) := by
  have h1 := norm_dot_sq_le (star y) (shifted H z *ᵥ y)
  have h2 : (star y ⬝ᵥ shifted H z *ᵥ y).im ^ 2 ≤ ‖star y ⬝ᵥ shifted H z *ᵥ y‖ ^ 2 :=
    sq_le_sq.mpr (by rw [abs_norm]; exact Complex.abs_im_le_norm _)
  have hs : sqNorm (star y) = sqNorm y := by simp [sqNorm]
  rw [im_shifted hH] at h2
  rw [hs] at h1
  rcases (sqNorm_nonneg y).eq_or_lt with h0 | h0
  · rw [← h0, mul_zero]
    exact sqNorm_nonneg _
  · refine le_of_mul_le_mul_left ?_ h0
    calc sqNorm y * (z.im ^ 2 * sqNorm y) = (-z.im * sqNorm y) ^ 2 := by ring
      _ ≤ sqNorm y * sqNorm (shifted H z *ᵥ y) := h2.trans h1

/-- For real symmetric `H` and `Im z > 0`, the matrix `H - z` is invertible. -/
theorem isUnit_det_shifted {H : Matrix n n ℝ} (hH : H.IsSymm) {z : ℂ} (hz : 0 < z.im) :
    IsUnit (shifted H z).det := by
  rw [isUnit_iff_ne_zero]
  intro h
  obtain ⟨v, hv, h0⟩ := Matrix.exists_mulVec_eq_zero_iff.mpr h
  have b := shifted_lower_bound hH z v
  have hzero : sqNorm (0 : n → ℂ) = 0 := by simp [sqNorm]
  rw [h0, hzero] at b
  have hle : sqNorm v ≤ 0 := by
    by_contra hc
    exact absurd b (not_le_of_gt (mul_pos (pow_pos hz 2) (not_le.mp hc)))
  apply hv
  funext i
  have hi : ‖v i‖ ^ 2 ≤ sqNorm v :=
    Finset.single_le_sum (f := fun i => ‖v i‖ ^ 2) (fun _ _ => by positivity)
      (Finset.mem_univ i)
  exact norm_eq_zero.mp
    ((pow_eq_zero_iff two_ne_zero).mp (le_antisymm (hi.trans hle) (by positivity)))

/-- For real symmetric `H` and `Im z > 0`, the response of a vector is at most its squared norm
divided by the broadening `Im z`. -/
theorem norm_response_le {H : Matrix n n ℝ} (hH : H.IsSymm) {z : ℂ} (hz : 0 < z.im)
    (r : n → ℂ) : ‖response H z r‖ ≤ sqNorm r / z.im := by
  have b := shifted_lower_bound hH z ((shifted H z)⁻¹ *ᵥ r)
  rw [Matrix.mulVec_mulVec, Matrix.mul_nonsing_inv _ (isUnit_det_shifted hH hz),
    Matrix.one_mulVec] at b
  have c := norm_dot_sq_le r ((shifted H z)⁻¹ *ᵥ r)
  have hr : 0 ≤ sqNorm r := sqNorm_nonneg r
  rw [le_div_iff₀ hz, ← pow_le_pow_iff_left₀ (by positivity) hr two_ne_zero]
  unfold response
  have c' := mul_le_mul_of_nonneg_left c (sq_nonneg z.im)
  have b' := mul_le_mul_of_nonneg_left b hr
  linarith [c', b']

/-- For real symmetric `H`, `Im z > 0` and any trial solution `x`, the error of the corrected
estimate is `rᵀ (H - z)⁻¹ r` with `r` the residual, and its modulus is at most the squared norm
of `r` divided by `Im z`. -/
theorem corrected_error {H : Matrix n n ℝ} (hH : H.IsSymm) {z : ℂ} (hz : 0 < z.im)
    (d x : n → ℂ) :
    response H z d - corrected H z d x
        = residual H z d x ⬝ᵥ (shifted H z)⁻¹ *ᵥ residual H z d x ∧
      ‖response H z d - corrected H z d x‖ ≤ sqNorm (residual H z d x) / z.im := by
  have hu := isUnit_det_shifted hH hz
  -- `H - z` is symmetric under transposition without conjugation
  have hT : (shifted H z)ᵀ = shifted H z := by
    have h : (H.map (fun a => (a : ℂ)))ᵀ = H.map (fun a => (a : ℂ)) := by
      ext i j
      simp [hH.apply i j]
    rw [shifted, Matrix.transpose_sub, Matrix.transpose_smul, Matrix.transpose_one, h]
  have hs : ((shifted H z)⁻¹ *ᵥ d) ⬝ᵥ shifted H z *ᵥ x = x ⬝ᵥ d := by
    rw [Matrix.dotProduct_mulVec, ← Matrix.mulVec_transpose, hT, Matrix.mulVec_mulVec,
      Matrix.mul_nonsing_inv _ hu, Matrix.one_mulVec, dotProduct_comm]
  have hr : (shifted H z)⁻¹ *ᵥ (d - shifted H z *ᵥ x) = (shifted H z)⁻¹ *ᵥ d - x := by
    rw [Matrix.mulVec_sub, Matrix.mulVec_mulVec, Matrix.nonsing_inv_mul _ hu,
      Matrix.one_mulVec]
  -- the terms linear in the residual cancel
  have key : response H z d - corrected H z d x
      = residual H z d x ⬝ᵥ (shifted H z)⁻¹ *ᵥ residual H z d x := by
    simp only [response, corrected, residual, hr, sub_dotProduct, dotProduct_sub]
    rw [dotProduct_comm (shifted H z *ᵥ x) ((shifted H z)⁻¹ *ᵥ d),
      dotProduct_comm (shifted H z *ᵥ x) x]
    linear_combination hs
  refine ⟨key, ?_⟩
  rw [key]
  exact norm_response_le hH hz _

/-- For real symmetric `H` and `Im z > 0`, the uncorrected estimate `dᵀ x` has the error
`dᵀ (H - z)⁻¹ r`, which is linear in the residual `r`. -/
theorem uncorrected_error {H : Matrix n n ℝ} (hH : H.IsSymm) {z : ℂ} (hz : 0 < z.im)
    (d x : n → ℂ) :
    response H z d - d ⬝ᵥ x = d ⬝ᵥ (shifted H z)⁻¹ *ᵥ residual H z d x := by
  rw [residual, Matrix.mulVec_sub, Matrix.mulVec_mulVec,
    Matrix.nonsing_inv_mul _ (isUnit_det_shifted hH hz), Matrix.one_mulVec, dotProduct_sub,
    response]

/-- Let `H` be real symmetric, `Im z > 0`, and `d` a real vector with `H d = (Re z) d`. Then the
quadratic error bound is an equality for every trial solution `c d` with complex `c`. -/
theorem corrected_error_sharp {H : Matrix n n ℝ} (hH : H.IsSymm) {z : ℂ} (hz : 0 < z.im)
    {d : n → ℂ} (hd : star d = d)
    (hE : H.map (fun a => (a : ℂ)) *ᵥ d = (z.re : ℂ) • d) (c : ℂ) :
    ‖response H z d - corrected H z d (c • d)‖
      = sqNorm (residual H z d (c • d)) / z.im := by
  have hu := isUnit_det_shifted hH hz
  obtain ⟨w, hw⟩ : ∃ w : ℂ, w = (z.re : ℂ) - z := ⟨_, rfl⟩
  have hwI : w = -((z.im : ℂ) * Complex.I) := by
    rw [hw]
    linear_combination Complex.re_add_im z
  have hwn : ‖w‖ = z.im := by
    rw [hwI, norm_neg, norm_mul, Complex.norm_I, mul_one, Complex.norm_real,
      Real.norm_of_nonneg hz.le]
  have hw0 : w ≠ 0 := norm_pos_iff.mp (by rw [hwn]; exact hz)
  -- on resonance `H - z` acts on `d` as the number `w = -i Im z`
  have hM : shifted H z *ᵥ d = w • d := by
    rw [shifted, Matrix.sub_mulVec, Matrix.smul_mulVec, Matrix.one_mulVec, hE, hw, sub_smul]
  have hinv : (shifted H z)⁻¹ *ᵥ d = w⁻¹ • d := by
    have h : shifted H z *ᵥ (w⁻¹ • d) = d := by
      rw [Matrix.mulVec_smul, hM, smul_smul, inv_mul_cancel₀ hw0, one_smul]
    calc (shifted H z)⁻¹ *ᵥ d = (shifted H z)⁻¹ *ᵥ (shifted H z *ᵥ (w⁻¹ • d)) := by rw [h]
      _ = w⁻¹ • d := by
        rw [Matrix.mulVec_mulVec, Matrix.nonsing_inv_mul _ hu, Matrix.one_mulVec]
  have hres : residual H z d (c • d) = (1 - c * w) • d := by
    rw [residual, Matrix.mulVec_smul, hM, smul_smul, sub_smul, one_smul]
  have hdd : d ⬝ᵥ d = (sqNorm d : ℂ) := by
    have h := star_dot_self d
    rwa [hd] at h
  have hn : sqNorm ((1 - c * w) • d) = ‖1 - c * w‖ ^ 2 * sqNorm d := by
    simp only [sqNorm, Pi.smul_apply, smul_eq_mul, norm_mul, mul_pow, Finset.mul_sum]
  have hpos : 0 ≤ sqNorm d := sqNorm_nonneg d
  rw [(corrected_error hH hz d (c • d)).1, hres, hn, Matrix.mulVec_smul, hinv,
    smul_dotProduct, dotProduct_smul, dotProduct_smul, hdd]
  simp only [smul_eq_mul, norm_mul, norm_inv, hwn, Complex.norm_real,
    Real.norm_of_nonneg hpos]
  ring

end

end ExcitonResidualCorrection
```

```lean
#print axioms ExcitonResidualCorrection.corrected_error
-- 'ExcitonResidualCorrection.corrected_error' depends on axioms: [propext, Classical.choice, Quot.sound]
#print axioms ExcitonResidualCorrection.uncorrected_error
-- 'ExcitonResidualCorrection.uncorrected_error' depends on axioms: [propext, Classical.choice, Quot.sound]
#print axioms ExcitonResidualCorrection.corrected_error_sharp
-- 'ExcitonResidualCorrection.corrected_error_sharp' depends on axioms: [propext, Classical.choice, Quot.sound]
```

**What the statements say.** The finite type `n` labels the transitions, `H` has real entries, and `hH : H.IsSymm` is its symmetry. The hypothesis `hz : 0 < z.im` is the positive broadening. `shifted H z` is $H-z$, which fixes the sign of the response, and `⬝ᵥ` is the product without conjugation. `sqNorm` is the squared norm, so no further square appears in the bound.

`corrected_error` states both the identity and the bound for every `x`, however it was obtained. `d` may be complex, but the response is then still $d^TA^{-1}d$ and not $d^\dagger A^{-1}d$. The residual is the true one, computed from `x`; rounding errors, complex Hermitian matrices and the full problem with resonant-antiresonant coupling lie beyond these statements.

**How the lemmas fit together.** `im_shifted` computes the imaginary part: its step `hq` shows that $y^\dagger Hy$ equals its own conjugate by exchanging the two sums and using symmetry. `shifted_lower_bound` combines this with `norm_dot_sq_le`, the Cauchy-Schwarz inequality, and treats a vanishing norm separately before dividing. `isUnit_det_shifted` rules out a nonzero kernel vector, and `norm_response_le` bounds the response of any vector by comparing squares.

In `corrected_error`, `hT` is $A^T=A$, `hs` is $(A^{-1}d)^TAx=x^Td$, and `hr` is $A^{-1}r=A^{-1}d-x$. The step `key` expands the products and closes with `linear_combination hs`; `norm_response_le`, applied to the residual, then supplies the bound. `uncorrected_error` is the linear formula for your present estimate.

The constant in the bound can't be improved in general. `corrected_error_sharp` takes a real `d` with $Hd=(\operatorname{Re}z)d$ and the trial $x=cd$, with $c$ any complex number. Then $A$ acts on $d$ as `w`, which is $-i\eta$, so $r=(1+i\eta c)d$ and the error has modulus exactly $\|r\|^2/\eta$. For these trials, halving the broadening at fixed $\|r\|$ doubles the error.
